# For a > 0, the SCAN damping factor falls strictly from 1 and decays as a/√s

The reduced gradient of an electron density $\rho$ is $s = |\nabla\rho| / \big(2(3\pi^2)^{1/3}\rho^{4/3}\big)$. The SCAN functional multiplies the local exchange energy density by an enhancement factor, which contains the damping factor

$$g(s) = 1 - e^{-a/\sqrt{s}}, \qquad a > 0,$$

usually written $g_x$, with $a_1$ for the constant $a$. This constant sets the scale of $s$ at which damping begins and the strength of the tail.

The tail matters when a density is squeezed along one direction, $\rho_\lambda(x,y,z) = \lambda\rho(\lambda x,y,z)$ with $\lambda\to\infty$. The exact exchange energy per electron stays finite, while the local-density value grows as $\rho^{1/3}\sim\lambda^{1/3}$. Since $s\sim\lambda^{2/3}$ wherever the density varies along $x$, a factor decaying as $s^{-1/2}$ compensates this growth. At small $s$, by contrast, the damping should leave the gradient expansion alone.

```lean
import Mathlib

open Filter Topology Set

namespace ScanDamping

/-- The SCAN damping factor `g(s) = 1 - exp(-a/√s)` as a function of the reduced density
gradient `s`, on the domain `s > 0`. -/
noncomputable def scanDamping (a s : ℝ) : ℝ := 1 - Real.exp (-(a / √s))
```

`scanDamping a s` is $g(s)$ for real numbers `a` and `s`; the density itself does not appear. Lean sets $a/0 = 0$, so the formula returns 0 at $s=0$, where the physical value is the limit 1. The theorems therefore concern $s>0$ and limits.

## Strict decrease

```lean
/-- For `a > 0` the damping factor decreases strictly with the reduced gradient on `s > 0`. -/
theorem scanDamping_strictAntiOn {a : ℝ} (ha : 0 < a) :
    StrictAntiOn (scanDamping a) (Ioi 0) := by
  intro s hs t _ hst
  have hs' : 0 < s := hs
  have h1 : √s < √t := Real.sqrt_lt_sqrt hs'.le hst
  have h2 : a / √t < a / √s := div_lt_div_of_pos_left ha (Real.sqrt_pos.2 hs') h1
  have h3 := Real.exp_lt_exp.2 (neg_lt_neg h2)
  unfold scanDamping
  linarith
```

`Ioi 0` is the open half-line $s>0$, and `StrictAntiOn` says that $0<s<t$ implies $g(t)<g(s)$. By hand:

$$\sqrt{s}<\sqrt{t} \;\Rightarrow\; \frac{a}{\sqrt{t}}<\frac{a}{\sqrt{s}} \;\Rightarrow\; e^{-a/\sqrt{s}}<e^{-a/\sqrt{t}}.$$

These are `h1`, `h2` and `h3`. Subtracting both exponentials from 1 reverses the last inequality, and `linarith`, which settles linear inequalities, does this.

At $a=0$ the factor vanishes for every $s$, so assuming only $a\ge 0$ would not be enough.

## Algebraic bounds from one exponential inequality

```lean
/-- For `a > 0` and `s > 0` the damping factor lies strictly between the algebraic functions
`a/(√s + a)` and `a/√s`. -/
theorem scanDamping_bounds {a s : ℝ} (ha : 0 < a) (hs : 0 < s) :
    a / (√s + a) < scanDamping a s ∧ scanDamping a s < a / √s := by
  have hr : 0 < √s := Real.sqrt_pos.2 hs
  have hx : 0 < a / √s := div_pos ha hr
  have hrx : √s * (a / √s) = a := by field_simp
  unfold scanDamping
  constructor
  · -- `1 + x < exp x`, multiplied by `exp (-x)` and by `√s`
    have hE : Real.exp (a / √s) * Real.exp (-(a / √s)) = 1 := by
      rw [← Real.exp_add, add_neg_cancel, Real.exp_zero]
    have h1 := mul_lt_mul_of_pos_right (Real.add_one_lt_exp hx.ne')
      (Real.exp_pos (-(a / √s)))
    rw [hE] at h1
    have h2 := mul_lt_mul_of_pos_left h1 hr
    have h3 : √s * ((a / √s + 1) * Real.exp (-(a / √s)))
        = (a + √s) * Real.exp (-(a / √s)) := by
      linear_combination Real.exp (-(a / √s)) * hrx
    rw [h3] at h2
    rw [div_lt_iff₀ (by positivity)]
    linarith
  · -- `1 - x < exp (-x)`
    have h := Real.add_one_lt_exp (neg_ne_zero.2 hx.ne')
    linarith
```

The statement reads

$$\frac{a}{\sqrt{s}+a} < g(s) < \frac{a}{\sqrt{s}}.$$

Put $x = a/\sqrt{s} > 0$. For the lower bound, multiply $1+x<e^x$ by $e^{-x}$ and then by $\sqrt{s}$. Because $\sqrt{s}\,x=a$, this gives

$$(\sqrt{s}+a)\,e^{-x}<\sqrt{s}, \qquad\text{so}\qquad 1-e^{-x} > 1-\frac{\sqrt{s}}{\sqrt{s}+a} = \frac{a}{\sqrt{s}+a}.$$

For the upper bound, $1-x<e^{-x}$ rearranges to $1-e^{-x}<x$.

Both halves use the Mathlib lemma `Real.add_one_lt_exp`. It states $x+1<e^x$ and requires a proof that $x\neq 0$, since equality holds at zero. The code supplies `hx.ne'`, which extracts $x\ne0$ from $0<x$, and then `neg_ne_zero.2 hx.ne'` for the argument $-x$. One lemma, applied at two points, thus bounds $g$ from both sides without a derivative or a series.

## The error in the tail

```lean
/-- For `a > 0` and `s > 0` the product `√s g(s)` lies below `a`, by less than
`a²/(√s + a)`. -/
theorem scanDamping_tail_error {a s : ℝ} (ha : 0 < a) (hs : 0 < s) :
    0 < a - √s * scanDamping a s ∧
      a - √s * scanDamping a s < a ^ 2 / (√s + a) := by
  have hr : 0 < √s := Real.sqrt_pos.2 hs
  obtain ⟨hl, hu⟩ := scanDamping_bounds ha hs
  have h1 := mul_lt_mul_of_pos_left hl hr
  have h2 := mul_lt_mul_of_pos_left hu hr
  have e1 : √s * (a / (√s + a)) = a - a ^ 2 / (√s + a) := by
    have : √s + a ≠ 0 := by positivity
    field_simp
    ring
  have e2 : √s * (a / √s) = a := by field_simp
  rw [e1] at h1
  rw [e2] at h2
  constructor <;> linarith
```

In ordinary notation,

$$0 < a-\sqrt{s}\,g(s) < \frac{a^2}{\sqrt{s}+a}.$$

Multiply the previous bounds by $\sqrt{s}$ and use

$$\sqrt{s}\,\frac{a}{\sqrt{s}+a} = \frac{a(\sqrt{s}+a)-a^2}{\sqrt{s}+a} = a-\frac{a^2}{\sqrt{s}+a}.$$

This gives $a-a^2/(\sqrt{s}+a)<\sqrt{s}\,g(s)<a$, which rearranges to the claim. The identities `e1` and `e2` carry out the two simplifications. The bound holds at every $s>0$, so it also limits how far $g$ can be from its asymptotic form at a finite gradient.

## Flatness at small gradients

```lean
/-- For `a > 0` the deviation `1 - g(s)` vanishes faster than every power `s ^ n` as the
reduced gradient tends to zero from above. -/
theorem scanDamping_flat {a : ℝ} (ha : 0 < a) (n : ℕ) :
    Tendsto (fun s => (1 - scanDamping a s) / s ^ n) (𝓝[>] 0) (𝓝 0) := by
  -- the exponent `a/√s` grows without bound
  have hsqrt : Tendsto (fun s : ℝ => √s) (𝓝[>] 0) (𝓝[>] 0) := by
    refine tendsto_nhdsWithin_iff.2 ⟨?_, ?_⟩
    · have h := Real.continuous_sqrt.tendsto 0
      rw [Real.sqrt_zero] at h
      exact h.mono_left nhdsWithin_le_nhds
    · filter_upwards [self_mem_nhdsWithin] with s hs
      exact Real.sqrt_pos.2 hs
  have hy : Tendsto (fun s : ℝ => a / √s) (𝓝[>] 0) atTop := by
    simp only [div_eq_mul_inv]
    exact (tendsto_inv_nhdsGT_zero.comp hsqrt).const_mul_atTop ha
  -- the exponential beats the power `(a/√s) ^ (2n)`
  have key := ((Real.tendsto_pow_mul_exp_neg_atTop_nhds_zero (2 * n)).comp hy).div_const
    (a ^ (2 * n))
  rw [zero_div] at key
  refine key.congr' ?_
  filter_upwards [self_mem_nhdsWithin] with s hs
  have hs' : 0 < s := hs
  have hp : (a / √s) ^ (2 * n) = a ^ (2 * n) / s ^ n := by
    rw [div_pow, pow_mul (√s), Real.sq_sqrt hs'.le]
  simp only [Function.comp_apply, scanDamping, sub_sub_cancel]
  rw [hp]
  generalize Real.exp (-(a / √s)) = E
  have h1 : a ^ (2 * n) ≠ 0 := pow_ne_zero _ ha.ne'
  have h2 : s ^ n ≠ 0 := pow_ne_zero _ hs'.ne'
  field_simp
```

`Tendsto f (𝓝[>] 0) (𝓝 0)` means that $f(s)\to0$ as $s$ approaches zero through positive values. For every natural number $n$, the theorem says

$$\lim_{s\to0^+}\frac{1-g(s)}{s^n}=0.$$

Set $y=a/\sqrt{s}$, so that $s=a^2/y^2$ and $y\to\infty$. Then

$$\frac{1-g(s)}{s^n} = \frac{e^{-a/\sqrt{s}}}{s^n} = \frac{y^{2n}e^{-y}}{a^{2n}} \to 0,$$

because the exponential beats every power. In the code, `hsqrt` and `hy` establish $y\to\infty$, `key` is the limit in terms of $y$, and `congr'` transfers it to the original expression, which agrees with it for $s>0$.

The smallest case, $n=0$, is just $g(s)\to1$. The higher cases imply that multiplying a bounded enhancement factor by $g$ changes no coefficient of its expansion in powers of $s$.

## Every intermediate value is reached

```lean
/-- For `a > 0` every value `y` strictly between 0 and 1 is taken by the damping factor, at
the reduced gradient `s = (a / log (1 - y))²`. -/
theorem scanDamping_inversion {a y : ℝ} (ha : 0 < a) (hy0 : 0 < y) (hy1 : y < 1) :
    scanDamping a ((a / Real.log (1 - y)) ^ 2) = y := by
  have hL : Real.log (1 - y) < 0 := Real.log_neg (by linarith) (by linarith)
  have ha' : a ≠ 0 := ha.ne'
  have hL' : Real.log (1 - y) ≠ 0 := hL.ne
  have e : -(a / -(a / Real.log (1 - y))) = Real.log (1 - y) := by
    rw [div_neg, neg_neg, div_div_cancel₀ ha']
  unfold scanDamping
  rw [Real.sqrt_sq_eq_abs, abs_of_neg (div_neg_of_pos_of_neg ha hL), e,
    Real.exp_log (by linarith)]
  ring
```

Given $0<y<1$, where $y$ is now a value of $g$, let $L=\log(1-y)$, which is negative. At $s=(a/L)^2>0$ the square root is $|a/L|=-a/L$, so $-a/\sqrt{s}=L$ and $g(s)=1-e^L=y$. The step `Real.sqrt_sq_eq_abs` produces the absolute value, and `abs_of_neg` fixes its sign. Together with strict decrease, this makes the solution for $s>0$ unique.

## The four properties together

```lean
/-- For `a > 0` the SCAN damping factor is strictly decreasing on `s > 0` with values strictly
between 0 and 1, tends to 1 as `s` tends to zero from above, and `√s g(s)` tends to `a` as
`s` tends to infinity. -/
theorem scanDamping_main {a : ℝ} (ha : 0 < a) :
    StrictAntiOn (scanDamping a) (Ioi 0) ∧
    (∀ s, 0 < s → 0 < scanDamping a s ∧ scanDamping a s < 1) ∧
    Tendsto (scanDamping a) (𝓝[>] 0) (𝓝 1) ∧
    Tendsto (fun s => √s * scanDamping a s) atTop (𝓝 a) := by
  refine ⟨scanDamping_strictAntiOn ha, ?_, ?_, ?_⟩
  · intro s hs
    constructor
    · have h : 0 < a / (√s + a) := by positivity
      exact h.trans (scanDamping_bounds ha hs).1
    · have h := Real.exp_pos (-(a / √s))
      unfold scanDamping
      linarith
  · -- the flatness statement at order zero
    have h := (scanDamping_flat ha 0).const_sub 1
    simpa only [pow_zero, div_one, sub_sub_cancel, sub_zero] using h
  · -- squeeze between `a - a²/(√s + a)` and `a`
    have h0 : Tendsto (fun s : ℝ => a ^ 2 / (√s + a)) atTop (𝓝 0) :=
      (tendsto_atTop_add_const_right atTop a Real.tendsto_sqrt_atTop).const_div_atTop (a ^ 2)
    have h1 := h0.const_sub a
    rw [sub_zero] at h1
    refine tendsto_of_tendsto_of_tendsto_of_le_of_le' h1 tendsto_const_nhds ?_ ?_
    · filter_upwards [eventually_gt_atTop 0] with s hs
      linarith [(scanDamping_tail_error ha hs).2]
    · filter_upwards [eventually_gt_atTop 0] with s hs
      linarith [(scanDamping_tail_error ha hs).1]

end ScanDamping
```

The symbol `∧` means "and", and `atTop` means $s\to\infty$. For $a>0$ the theorem states:

- $g$ is strictly decreasing on $s>0$;
- $0<g(s)<1$ for every $s>0$;
- $g(s)\to1$ as $s\to0^+$;
- $\sqrt{s}\,g(s)\to a$ as $s\to\infty$.

The first is the monotonicity theorem. For the second, the lower bound $a/(\sqrt{s}+a)$ is positive, and $g<1$ because an exponential is positive. The third is the flatness theorem at $n=0$, subtracted from 1. For the fourth, the tail error gives

$$a-\frac{a^2}{\sqrt{s}+a} < \sqrt{s}\,g(s) < a,$$

and the left side tends to $a$. The two `filter_upwards` steps restrict this squeeze to $s>0$, where the error bound applies.

For density-functional practice, the result confirms the small- and large-gradient behaviour intended for SCAN exchange, though only for this one factor as a function of $s$. Getting from the tail to a finite exchange energy per electron in a squeezed density takes a further step: the rest of the enhancement factor must stay bounded, and the estimate must survive integration over space, including regions where $s$ stays small.

```lean
#print axioms ScanDamping.scanDamping_strictAntiOn
#print axioms ScanDamping.scanDamping_inversion
#print axioms ScanDamping.scanDamping_main
```

```
'ScanDamping.scanDamping_strictAntiOn' depends on axioms: [propext, Classical.choice, Quot.sound]
'ScanDamping.scanDamping_inversion' depends on axioms: [propext, Classical.choice, Quot.sound]
'ScanDamping.scanDamping_main' depends on axioms: [propext, Classical.choice, Quot.sound]
```
